# A three-level qubitisation walk with eigenvectors at −1 and 1 annihilated by the projector

The declaration `excluded_eigenvalues_sharp` concerns one explicit three-level system, with U = diag(1, 1, −1) and P the projector onto the first basis state. It states that U is Hermitian and squares to the identity, that P is an orthogonal projector, and that the walk operator W = (2P − 1)U has the second and third basis vectors as eigenvectors, with eigenvalues −1 and 1. Both vectors are annihilated by P. The attempt splits the statement into its parts and checks each one entry by entry, leaving the arithmetic to `simp`.

As first written in Lean, the proof fails:

```lean
import Mathlib

open Matrix
open scoped ComplexOrder

namespace QubitisationNoSpurious

noncomputable section

variable {n : Type*} [Fintype n] [DecidableEq n]

/-- A Hermitian unitary `U` together with an orthogonal projector `P`. -/
structure IsBlockEncoding (U P : Matrix n n ℂ) : Prop where
  U_herm : U.IsHermitian
  U_sq : U * U = 1
  P_herm : P.IsHermitian
  P_sq : P * P = P

/-- The walk operator `W = (2P - 1) U`. -/
def walk (U P : Matrix n n ℂ) : Matrix n n ℂ := ((2 : ℂ) • P - 1) * U

/-- An explicit three-level block encoding whose walk operator has eigenvectors with
eigenvalues `-1` and `1` that are both annihilated by `P`. -/
theorem excluded_eigenvalues_sharp :
    let U : Matrix (Fin 3) (Fin 3) ℂ := !![1, 0, 0; 0, 1, 0; 0, 0, -1]
    let P : Matrix (Fin 3) (Fin 3) ℂ := !![1, 0, 0; 0, 0, 0; 0, 0, 0]
    IsBlockEncoding U P ∧
      (walk U P *ᵥ ![0, 1, 0] = (-1 : ℂ) • ![0, 1, 0] ∧ P *ᵥ ![0, 1, 0] = 0) ∧
      (walk U P *ᵥ ![0, 0, 1] = (1 : ℂ) • ![0, 0, 1] ∧ P *ᵥ ![0, 0, 1] = 0) := by
  intro U P
  subst U P
  refine ⟨⟨?_, ?_, ?_, ?_⟩, ⟨?_, ?_⟩, ?_, ?_⟩
  · exact Matrix.IsHermitian.ext (by intro i j; fin_cases i <;> fin_cases j <;> simp)
  · ext i j
    fin_cases i <;> fin_cases j <;> simp [Matrix.mul_apply, Fin.sum_univ_succ]
  · exact Matrix.IsHermitian.ext (by intro i j; fin_cases i <;> fin_cases j <;> simp)
  · ext i j
    fin_cases i <;> fin_cases j <;> simp [Matrix.mul_apply, Fin.sum_univ_succ]
  all_goals
    ext i
    fin_cases i <;>
      simp [walk, Matrix.mulVec, dotProduct, Matrix.mul_apply, Fin.sum_univ_succ]

end

end QubitisationNoSpurious
```

The compiler's answer:

```
Main.lean:29:79: error: unsolved goals
case refine_5.«1»
⊢ 1 1 (Fin.succ 0) = 1

case refine_7.«2»
⊢ 1 2 (Fin.succ 0).succ = 1
```

This version goes through:

```diff
@@ -40,5 +40,6 @@
     ext i
     fin_cases i <;>
-      simp [walk, Matrix.mulVec, dotProduct, Matrix.mul_apply, Fin.sum_univ_succ]
+      simp [walk, Matrix.mulVec, dotProduct, Matrix.mul_apply, Fin.sum_univ_three,
+        Matrix.one_apply]
 
 end
```

Diagnosis. The two goals left over are diagonal entries of the identity matrix. In `1 1 (Fin.succ 0) = 1` the first `1` is the matrix and the next two terms are its row and column; the other goal is the same for the last diagonal entry. They come from the two eigenvector equations, where the identity enters through 2P − 1.

Both goals are true, but `Fin.sum_univ_succ` expands a sum by splitting off the first term and writing the later indices with `Fin.succ`. The row is then a numeral and the column a successor expression. They are equal in value but differ in form, and `simp` did not recognise the entry as diagonal.

The repair uses `Fin.sum_univ_three`, which writes the three terms at indices `0`, `1` and `2`, so row and column now match. It also adds `Matrix.one_apply`, which turns an entry of the identity into a test of whether its indices are equal, which `simp` can decide. The messages do not show whether either change would suffice alone.
